# An invertible overlap matrix always admits a one-to-one orbital pairing with nonzero overlaps

A set of canonical occupied orbitals and a localised set obtained from it by an invertible (usually unitary) mixing span the same space. Suppose labels are to be carried from one set to the other by giving each localised orbital a canonical partner with which it overlaps, with no partner used twice. Choosing the largest overlap for each orbital separately can assign one partner to two orbitals. Does a one-to-one choice always exist?

```lean
import Mathlib

open Matrix

namespace OrbitalAssignment

variable {n : Type*} [Fintype n] [DecidableEq n]
variable {V : Type*} [NormedAddCommGroup V] [InnerProductSpace ℂ V]
```

The finite type `n` labels the orbitals; below, $n$ also denotes their number. The orbitals are vectors in a complex inner product space `V`, which may be larger than their span and even infinite-dimensional.

```lean
/-- The overlap matrix of two families of orbitals, with entries `⟨b i, c j⟩`. -/
noncomputable def overlap (b c : n → V) : Matrix n n ℂ :=
  Matrix.of fun i j => inner ℂ (b i) (c j)
```

Given families $b$ and $c$, this defines $M_{ij}=\langle b_i,c_j\rangle$, conjugate-linear in the first argument. Rows belong to $b$, columns to $c$. Both families carry the same labels, so their equal size is assumed.

## From the determinant to a pairing

```lean
/-- Some one-to-one pairing has a product of overlap moduli at least as large as
the modulus of the determinant divided by `n!`. -/
theorem exists_pairing_det_le (M : Matrix n n ℂ) :
    ∃ σ : Equiv.Perm n,
      ‖M.det‖ ≤ (Nat.factorial (Fintype.card n) : ℝ) * ∏ j, ‖M (σ j) j‖ := by
  -- take the pairing with the largest product of moduli
  obtain ⟨σ, hσ⟩ := Finite.exists_max (fun τ : Equiv.Perm n => ∏ j, ‖M (τ j) j‖)
  refine ⟨σ, ?_⟩
  rw [Matrix.det_apply']
  refine (norm_sum_le _ _).trans ?_
  calc _ = ∑ τ : Equiv.Perm n, ∏ j, ‖M (τ j) j‖ := by
        refine Finset.sum_congr rfl fun τ _ => ?_
        rw [norm_mul, norm_prod]
        rcases Int.units_eq_one_or (Equiv.Perm.sign τ) with h | h <;> simp [h]
    _ ≤ ∑ _τ : Equiv.Perm n, ∏ j, ‖M (σ j) j‖ :=
        Finset.sum_le_sum fun τ _ => hσ τ
    _ = _ := by
        rw [Finset.sum_const, Finset.card_univ, Fintype.card_perm, nsmul_eq_mul]
```

In a Lean theorem, the claim stands between the colon that follows the bracketed arguments and `:=`, and the proof follows. Here `Equiv.Perm n` is the type of permutations of the labels, and `σ` sends column $j$ to row $\sigma(j)$.

Let $P(\tau)=\prod_j|M_{\tau(j)j}|$ and choose $\sigma$ to maximise $P$, which `Finite.exists_max` allows because there are finitely many permutations. The Leibniz expansion (`Matrix.det_apply'`) and the triangle inequality (`norm_sum_le`) give

$$|\det M|=\Big|\sum_\tau \operatorname{sgn}(\tau)\prod_j M_{\tau(j)j}\Big|\le\sum_\tau P(\tau)\le n!\,P(\sigma).$$

The three `calc` steps remove the signs, bound each term by the largest, and count $n!$ terms.

```lean
/-- For every invertible overlap matrix there is a permutation that picks a nonzero
entry in each column. -/
theorem exists_pairing (M : Matrix n n ℂ) (hM : IsUnit M) :
    ∃ σ : Equiv.Perm n, ∀ j, M (σ j) j ≠ 0 := by
  have hdet : M.det ≠ 0 := ((Matrix.isUnit_iff_isUnit_det M).mp hM).ne_zero
  obtain ⟨σ, hσ⟩ := exists_pairing_det_le M
  refine ⟨σ, fun j hj => hdet ?_⟩
  -- one vanishing factor would force the determinant to vanish
  have h0 : ∏ k, ‖M (σ k) k‖ = 0 :=
    Finset.prod_eq_zero (Finset.mem_univ j) (by rw [hj, norm_zero])
  rw [h0, mul_zero] at hσ
  exact norm_le_zero_iff.mp hσ
```

The hypothesis `IsUnit M` says that $M$ is invertible, so $\det M\neq0$. If some $M_{\sigma(j)j}$ vanished, then $P(\sigma)=0$, and the previous inequality would force $\det M=0$. Hence every paired entry is nonzero.

This matrix statement needs no common span. It also applies to occupied orbitals from two SCF steps expressed in one space, provided that their overlap matrix is invertible.

```lean
/-- If the orbitals in `s` overlap only with orbitals in `t` of the other set, and the
overlap matrix is invertible, then `t` has at least as many members as `s`. -/
theorem card_le_of_overlap_only (M : Matrix n n ℂ) (hM : IsUnit M) (s t : Finset n)
    (hst : ∀ j ∈ s, ∀ i, i ∉ t → M i j = 0) : s.card ≤ t.card := by
  obtain ⟨σ, hσ⟩ := exists_pairing M hM
  refine Finset.card_le_card_of_injOn σ ?_ σ.injective.injOn
  intro j hj
  by_contra h
  exact hσ j (hst j (by simpa using hj) _ (by simpa using h))
```

Suppose the columns in $s$ vanish outside the rows in $t$. For $j\in s$, the nonzero entry $M_{\sigma(j)j}$ must lie in a row of $t$. Since $\sigma$ never repeats a row, it maps $s$ injectively into $t$, and $|s|\le|t|$. So when the overlap matrix is invertible, three orbitals cannot all overlap exclusively with the same two.

## Two orbital sets spanning one space

```lean
/-- The overlap matrix is invertible when the two sets of orbitals span the same space
and the second set is linearly independent. -/
theorem isUnit_overlap (b c : n → V) (hc : LinearIndependent ℂ c)
    (hspan : Submodule.span ℂ (Set.range b) = Submodule.span ℂ (Set.range c)) :
    IsUnit (overlap b c) := by
  rw [Matrix.isUnit_iff_isUnit_det, isUnit_iff_ne_zero]
  intro h
  obtain ⟨x, hx0, hx⟩ := Matrix.exists_mulVec_eq_zero_iff.mpr h
  -- a null vector gives an orbital orthogonal to every `b i`
  have hb : ∀ i, inner ℂ (b i) (∑ j, x j • c j) = 0 := by
    intro i
    have hi : ∑ j, inner ℂ (b i) (c j) * x j = 0 := congrFun hx i
    rw [inner_sum, ← hi]
    exact Finset.sum_congr rfl fun j _ => by rw [inner_smul_right, mul_comm]
  have hmem : ∑ j, x j • c j ∈ Submodule.span ℂ (Set.range b) := by
    rw [hspan]
    exact Submodule.sum_mem _ fun j _ =>
      Submodule.smul_mem _ _ (Submodule.subset_span ⟨j, rfl⟩)
  obtain ⟨a, ha⟩ := (Submodule.mem_span_range_iff_exists_fun ℂ).mp hmem
  -- it also lies in their span, so it is zero
  have hv : ∑ j, x j • c j = 0 := by
    rw [← inner_self_eq_zero (𝕜 := ℂ)]
    nth_rewrite 1 [← ha]
    rw [sum_inner]
    exact Finset.sum_eq_zero fun i _ => by rw [inner_smul_left, hb i, mul_zero]
  exact hx0 (funext (Fintype.linearIndependent_iff.mp hc x hv))
```

The hypothesis `hspan` equates the two linear spans, and `hc` makes $c$ linearly independent. Independence of $b$ need not be assumed separately: it has just enough members to span the space.

If $M$ were singular, some $x\neq0$ would satisfy $Mx=0$. Put $v=\sum_j x_jc_j$. Then

$$\langle b_i,v\rangle=\sum_jM_{ij}x_j=0\quad\text{for every }i.$$

Since $v$ lies in the common span, $v=\sum_i a_ib_i$, and therefore

$$\langle v,v\rangle=\sum_i\overline{a_i}\,\langle b_i,v\rangle=0.$$

So $v=0$, and independence of $c$ gives $x=0$, a contradiction. In the code these steps are `hb`, `hmem` and `hv`.

```lean
/-- Orbitals of two bases of the same space can be paired one to one with
nonvanishing overlaps. -/
theorem exists_orbital_pairing (b c : n → V) (hc : LinearIndependent ℂ c)
    (hspan : Submodule.span ℂ (Set.range b) = Submodule.span ℂ (Set.range c)) :
    ∃ σ : Equiv.Perm n, ∀ j, inner ℂ (b (σ j)) (c j) ≠ 0 :=
  exists_pairing (overlap b c) (isUnit_overlap b c hc hspan)
```

Applying the matrix theorem to this invertible overlap matrix gives $\langle b_{\sigma(j)},c_j\rangle\neq0$ for all $j$. The orbitals need not be orthogonal or normalised.

Another model would give $b$ and $c$ separate label types and make each a basis of one finite-dimensional subspace. The equal number of orbitals would then be a consequence, and the pairing would be a bijection between the two label types instead of a permutation.

## A lower bound for orthonormal orbitals

```lean
/-- The overlap matrix of two orthonormal sets of orbitals spanning the same space
is unitary. -/
theorem overlap_unitary (b c : n → V) (hb : Orthonormal ℂ b) (hc : Orthonormal ℂ c)
    (hspan : Submodule.span ℂ (Set.range b) = Submodule.span ℂ (Set.range c)) :
    (overlap b c)ᴴ * overlap b c = 1 := by
  ext j k
  have hmem : c k ∈ Submodule.span ℂ (Set.range b) := by
    rw [hspan]
    exact Submodule.subset_span ⟨k, rfl⟩
  obtain ⟨a, ha⟩ := (Submodule.mem_span_range_iff_exists_fun ℂ).mp hmem
  -- the expansion coefficients are the overlaps
  have hcoef : ∀ i, inner ℂ (b i) (c k) = a i := fun i => by
    rw [← ha]
    exact hb.inner_right_fintype a i
  rw [Matrix.one_apply, ← orthonormal_iff_ite.mp hc j k, Matrix.mul_apply]
  have hexp : inner ℂ (c j) (c k) = ∑ i, a i * inner ℂ (c j) (b i) := by
    nth_rewrite 1 [← ha]
    rw [inner_sum]
    exact Finset.sum_congr rfl fun i _ => by rw [inner_smul_right]
  rw [hexp]
  refine Finset.sum_congr rfl fun i _ => ?_
  change (starRingEnd ℂ) (inner ℂ (b i) (c j)) * inner ℂ (b i) (c k) = _
  rw [inner_conj_symm, hcoef i, mul_comm]
```

The symbol `ᴴ` denotes the conjugate transpose. Expand $c_k=\sum_i a_ib_i$; orthonormality of $b$ gives $a_i=M_{ik}$. Then

$$\delta_{jk}=\langle c_j,c_k\rangle=\sum_i M_{ik}\langle c_j,b_i\rangle=\sum_i\overline{M_{ij}}\,M_{ik}=(M^\dagger M)_{jk}.$$

```lean
/-- Two orthonormal sets of `n` orbitals spanning the same space can be paired so that
every paired overlap has modulus at least `1 / n!`. -/
theorem exists_orthonormal_pairing (b c : n → V) (hb : Orthonormal ℂ b)
    (hc : Orthonormal ℂ c)
    (hspan : Submodule.span ℂ (Set.range b) = Submodule.span ℂ (Set.range c)) :
    ∃ σ : Equiv.Perm n, ∀ j,
      1 ≤ (Nat.factorial (Fintype.card n) : ℝ) * ‖inner ℂ (b (σ j)) (c j)‖ := by
  have hdet : ‖(overlap b c).det‖ = 1 := by
    have h := congrArg (fun A : Matrix n n ℂ => ‖A.det‖) (overlap_unitary b c hb hc hspan)
    simp only [Matrix.det_mul, Matrix.det_conjTranspose, norm_mul, norm_star,
      Matrix.det_one, norm_one] at h
    nlinarith [norm_nonneg (overlap b c).det]
  obtain ⟨σ, hσ⟩ := exists_pairing_det_le (overlap b c)
  rw [hdet] at hσ
  refine ⟨σ, fun j => hσ.trans (mul_le_mul_of_nonneg_left ?_ (Nat.cast_nonneg _))⟩
  -- all other factors are at most one
  have hle : ∀ k, ‖overlap b c (σ k) k‖ ≤ 1 := fun k => by
    have h := norm_inner_le_norm (𝕜 := ℂ) (b (σ k)) (c k)
    rw [hb.1, hc.1, mul_one] at h
    exact h
  rw [← Finset.mul_prod_erase Finset.univ _ (Finset.mem_univ j)]
  exact mul_le_of_le_one_right (norm_nonneg _)
    (Finset.prod_le_one (fun k _ => norm_nonneg _) (fun k _ => hle k))
```

Taking determinants in $M^\dagger M=1$ gives $|\det M|=1$. By Cauchy–Schwarz (`norm_inner_le_norm`), every overlap has modulus at most one. For the maximising $\sigma$ and any $j$,

$$1\le n!\prod_k|M_{\sigma(k)k}|\le n!\,|M_{\sigma(j)j}|.$$

Every paired overlap therefore has modulus at least $1/n!$. This guarantee weakens quickly as the number of orbitals grows, and it is not sharp: for two orbitals, some pairing has both overlaps of modulus at least $1/\sqrt2$, not just $1/2$.

## Nonzero overlaps do not imply invertibility

```lean
/-- The two by two matrix of ones has no vanishing entry in any pairing, yet it is not invertible.
-/
theorem pairing_not_sufficient :
    (∀ σ : Equiv.Perm (Fin 2), ∀ j, (!![1, 1; 1, 1] : Matrix (Fin 2) (Fin 2) ℂ) (σ j) j ≠ 0) ∧
      ¬ IsUnit (!![1, 1; 1, 1] : Matrix (Fin 2) (Fin 2) ℂ) := by
  constructor
  · intro σ j
    generalize σ j = i
    fin_cases i <;> fin_cases j <;> simp
  · rw [Matrix.isUnit_iff_isUnit_det, Matrix.det_fin_two]
    simp

end OrbitalAssignment
```

Every entry of $\begin{pmatrix}1&1\\1&1\end{pmatrix}$ is nonzero, so both permutations give valid pairings, yet its determinant is $1-1=0$. The first half of the proof checks all four entries; the second computes the determinant. For normalised orbitals, four overlaps equal to one would make all the orbitals identical. Half this matrix is also singular, and it is the overlap matrix of two orthonormal pairs: $b_1,b_2$ and $\tfrac12(b_1+b_2)\pm\tfrac1{\sqrt2}w$, with $w$ a unit vector orthogonal to $b_1$ and $b_2$. Finding a pairing thus does not show that an overlap matrix is invertible, although the absence of one shows that it is not.

```lean
#print axioms OrbitalAssignment.card_le_of_overlap_only
#print axioms OrbitalAssignment.exists_orbital_pairing
#print axioms OrbitalAssignment.exists_orthonormal_pairing
#print axioms OrbitalAssignment.pairing_not_sufficient
```

```
'OrbitalAssignment.card_le_of_overlap_only' depends on axioms: [propext, Classical.choice, Quot.sound]
'OrbitalAssignment.exists_orbital_pairing' depends on axioms: [propext, Classical.choice, Quot.sound]
'OrbitalAssignment.exists_orthonormal_pairing' depends on axioms: [propext, Classical.choice, Quot.sound]
'OrbitalAssignment.pairing_not_sufficient' depends on axioms: [propext, Classical.choice, Quot.sound]
```
